# Two nonnegative densities on an eight-site ring with equal triple correlations, related by no translation or reflection

Take a ring of two sites carrying the density $(c+\alpha,\;c-\alpha)$: a constant background $c$ with a modulation $(\alpha,-\alpha)$ on top. Summing the cube of the density over the sites gives

$$(c+\alpha)^3+(c-\alpha)^3 = 2c^3+6c\,\alpha^2 .$$

The terms in $\alpha^3$ cancel because translation by one site reverses the sign of the modulation. This third-order quantity therefore sees the modulation only through a second-order one, $\alpha^2$. On two sites with a known background $c>0$, the only thing lost is the sign of $\alpha$, and changing that sign is a translation. On eight sites the same cancellation hides a real difference, between

$$f=(4,2,2,2,0,2,2,2),\qquad g=(2,\,2+\sqrt2,\,2,\,2-\sqrt2,\,2,\,2-\sqrt2,\,2,\,2+\sqrt2).$$

## Correlations on a finite periodic set of sites

The cancellation is not special to two sites. Let the sites form a finite abelian group $G$, written additively; the cancellation then occurs for every modulation that some translation reverses in sign. A ring of $N$ sites is the case $G=\mathbb Z_N$, and a periodic grid in several dimensions is also covered.

```lean
import Mathlib

open Finset

namespace BispectrumIncompleteness

noncomputable section

variable {G : Type*} [AddCommGroup G] [Fintype G]
```

For a real function $u$ on $G$, the pair correlation at separation $a$ is

$$P_u(a)=\sum_x u(x)\,u(x+a).$$

Sums run over all sites, with no division by their number.

```lean
/-- Pair correlation of a function on a finite periodic set of sites. -/
def pairCorr (u : G → ℝ) (a : G) : ℝ := ∑ x, u x * u (x + a)
```

The triple correlation of a density $\rho$ depends on two separations, both measured from the same site:

$$T_\rho(a,b)=\sum_x \rho(x)\,\rho(x+a)\,\rho(x+b).$$

Its Fourier transform in $a$ and $b$ is the bispectrum, so equality of one for two densities is equality of the other. The Lean file works with the triple correlation throughout. The type `G → ℝ` admits any real function; nonnegativity is proved separately for the two densities of interest.

```lean
/-- Triple correlation of a density, as a function of two separations. -/
def tripleCorr (ρ : G → ℝ) (a b : G) : ℝ := ∑ x, ρ x * ρ (x + a) * ρ (x + b)
```

The quadruple correlation adds one more factor. Its third separation is called `c` in this definition only; everywhere else $c$ is the background.

```lean
/-- Quadruple correlation of a density, as a function of three separations. -/
def quadCorr (ρ : G → ℝ) (a b c : G) : ℝ :=
  ∑ x, ρ x * ρ (x + a) * ρ (x + b) * ρ (x + c)
```

## A sign-changing modulation has no third-order signal

Suppose that some translation $t$ reverses the modulation, $u(x+t)=-u(x)$ for every $x$. Physically, this is a pattern made of two antiphase halves, like a staggered charge or spin pattern. On a ring with an odd number of sites, only $u=0$ satisfies the condition. Replacing $x$ by $x+t$ only reorders the sum, while each of the three factors changes sign:

$$T_u(a,b)=\sum_x u(x+t)\,u(x+t+a)\,u(x+t+b)=(-1)^3\,T_u(a,b).$$

Hence $T_u(a,b)=0$. In the proof, `h1` is the change of summation variable, `h2` is the sign count, and `linarith` combines them.

```lean
/-- A modulation that changes sign under some translation has zero triple correlation. -/
theorem tripleCorr_eq_zero {u : G → ℝ} {t : G} (hu : ∀ x, u (x + t) = -u x) (a b : G) :
    tripleCorr u a b = 0 := by
  -- translating the summation variable changes nothing, yet flips the sign
  have h1 : ∑ x, u (x + t) * u (x + t + a) * u (x + t + b) = tripleCorr u a b :=
    Equiv.sum_comp (Equiv.addRight t) (fun x => u x * u (x + a) * u (x + b))
  have h2 : ∑ x, u (x + t) * u (x + t + a) * u (x + t + b) = -tripleCorr u a b := by
    unfold tripleCorr
    rw [← Finset.sum_neg_distrib]
    refine Finset.sum_congr rfl fun x _ => ?_
    rw [add_right_comm x t a, add_right_comm x t b, hu x, hu (x + a), hu (x + b)]
    ring
  linarith
```

Now add the background. Expanding the product gives

$$\begin{aligned}
(c+u(x))(c+u(x+a))(c+u(x+b)) ={}& c^3+c^2\,[u(x)+u(x+a)+u(x+b)]\\
&+c\,[u(x)u(x+a)+u(x)u(x+b)+u(x+a)u(x+b)]\\
&+u(x)u(x+a)u(x+b).
\end{aligned}$$

Sum over $x$. The linear terms vanish, because $\sum_x u(x)=\sum_x u(x+t)=-\sum_x u(x)$. The cubic term vanishes by the previous step. In the last quadratic term, the substitution $y=x+a$ turns the sum into $P_u(b-a)$. What remains is

$$T_{c+u}(a,b)=|G|\,c^3+c\,\big[P_u(a)+P_u(b)+P_u(b-a)\big].$$

The facts `hS` and `hsh` remove the linear terms, `hP` is the substitution, `h3` removes the cubic term, and `hE` is the expansion.

```lean
/-- On a constant background, the triple correlation of a modulation that some translation reverses
in sign is a constant plus a sum of three pair correlations weighted by the background. -/
theorem tripleCorr_background {u : G → ℝ} {t : G} (hu : ∀ x, u (x + t) = -u x)
    (c : ℝ) (a b : G) :
    tripleCorr (fun x => c + u x) a b = (Fintype.card G : ℝ) * c ^ 3
      + c * (pairCorr u a + pairCorr u b + pairCorr u (b - a)) := by
  have hS : ∑ x, u x = 0 := by
    have h1 : ∑ x, u (x + t) = ∑ x, u x := Equiv.sum_comp (Equiv.addRight t) u
    simp only [hu, Finset.sum_neg_distrib] at h1
    linarith
  have hsh : ∀ d : G, ∑ x, u (x + d) = 0 := fun d =>
    (Equiv.sum_comp (Equiv.addRight d) u).trans hS
  have hP : ∑ x, u (x + a) * u (x + b) = ∑ x, u x * u (x + (b - a)) := by
    have h1 : ∑ x, u (x + a) * u (x + a + (b - a)) = ∑ x, u x * u (x + (b - a)) :=
      Equiv.sum_comp (Equiv.addRight a) (fun x => u x * u (x + (b - a)))
    rw [← h1]
    refine Finset.sum_congr rfl fun x _ => ?_
    have h2 : x + a + (b - a) = x + b := by abel
    rw [h2]
  have h3 : ∑ x, u x * u (x + a) * u (x + b) = 0 := tripleCorr_eq_zero hu a b
  -- expand the product by powers of the modulation
  have hE : tripleCorr (fun x => c + u x) a b = ∑ x, (c ^ 3 + c ^ 2 * u x
      + c ^ 2 * u (x + a) + c ^ 2 * u (x + b) + c * (u x * u (x + a))
      + c * (u x * u (x + b)) + c * (u (x + a) * u (x + b))
      + u x * u (x + a) * u (x + b)) := by
    unfold tripleCorr
    refine Finset.sum_congr rfl fun x _ => ?_
    ring
  rw [hE]
  simp only [Finset.sum_add_distrib, ← Finset.mul_sum, Finset.sum_const,
    Finset.card_univ, nsmul_eq_mul]
  rw [hS, hsh a, hsh b, hP, h3]
  unfold pairCorr
  ring
```

## When two modulations become indistinguishable

Let $u$ and $v$ both change sign, possibly under different translations $t$ and $t'$, and put them on the same background $c\neq0$. Since both modulations sum to zero, $c$ is the mean density.

If $P_u=P_v$, the formula gives equal triple correlations at once. Conversely, suppose that all triple correlations agree, and set the first separation to zero and the second to $d$. After division by $c$,

$$P_u(0)+2P_u(d)=P_v(0)+2P_v(d).$$

At $d=0$ this gives $P_u(0)=P_v(0)$, and then $P_u(d)=P_v(d)$ for every $d$. Only this direction uses $c\ne0$: without a background, both triple correlations are zero whatever the pair correlations are. In Lean, `key` is the displayed identity, used at `0` and at `a`.

```lean
/-- For modulations of the same nonzero background, each reversed in sign by some translation, all
triple correlations agree exactly when all pair correlations of the modulations agree. -/
theorem tripleCorr_eq_iff {u v : G → ℝ} {t t' : G} {c : ℝ} (hc : c ≠ 0)
    (hu : ∀ x, u (x + t) = -u x) (hv : ∀ x, v (x + t') = -v x) :
    (∀ a b, tripleCorr (fun x => c + u x) a b = tripleCorr (fun x => c + v x) a b) ↔
      ∀ a, pairCorr u a = pairCorr v a := by
  constructor
  · intro h a
    -- one vanishing separation leaves only the pair correlations at `0` and `d`
    have key : ∀ d, pairCorr u 0 + pairCorr u d + pairCorr u d
        = pairCorr v 0 + pairCorr v d + pairCorr v d := by
      intro d
      have h1 := h 0 d
      rw [tripleCorr_background hu, tripleCorr_background hv, sub_zero] at h1
      exact mul_left_cancel₀ hc (by linarith)
    have h0 := key 0
    have ha := key a
    linarith
  · intro h a b
    rw [tripleCorr_background hu, tripleCorr_background hv, h a, h b, h (b - a)]
```

The search for densities that triple correlations confuse is thereby reduced, for this class, to a search for modulations with equal pair correlations.

## The pair on eight sites

The ring is `ZMod 8`, and the entries of each list are the values at sites $0,1,\dots,7$.

```lean
/-- The first density on the ring of eight sites. -/
def densityF : ZMod 8 → ℝ := ![4, 2, 2, 2, 0, 2, 2, 2]

/-- The second density on the ring of eight sites. -/
def densityG : ZMod 8 → ℝ :=
  ![2, 2 + √2, 2, 2 - √2, 2, 2 - √2, 2, 2 + √2]
```

Both densities have mean 2. Subtracting it leaves an integer pattern $p$ for $f$, and $\sqrt2$ times an integer pattern $q$ for $g$:

$$p=(2,0,0,0,-2,0,0,0),\qquad q=(0,1,0,-1,0,-1,0,1).$$

```lean
/-- Integer modulation pattern of the first density. -/
def modF : ZMod 8 → ℤ := ![2, 0, 0, 0, -2, 0, 0, 0]

/-- Integer modulation pattern of the second density, in units of `√2`. -/
def modG : ZMod 8 → ℤ := ![0, 1, 0, -1, 0, -1, 0, 1]
```

The decompositions $f=2+p$ and $g=2+\sqrt2\,q$ are verified site by site; `fin_cases` splits each claim into its eight entries.

```lean
/-- The first density is a background of 2 plus its integer modulation. -/
theorem densityF_eq (x : ZMod 8) : densityF x = 2 + (modF x : ℝ) := by
  have h : ∀ y : Fin 8, (![4, 2, 2, 2, 0, 2, 2, 2] : Fin 8 → ℝ) y
      = 2 + ((![2, 0, 0, 0, -2, 0, 0, 0] : Fin 8 → ℤ) y : ℝ) := by
    intro y
    fin_cases y <;> simp
    norm_num
  exact h x

/-- The second density is a background of 2 plus `√2` times its integer modulation. -/
theorem densityG_eq (x : ZMod 8) : densityG x = 2 + √2 * (modG x : ℝ) := by
  have h : ∀ y : Fin 8,
      (![2, 2 + √2, 2, 2 - √2, 2, 2 - √2, 2, 2 + √2] : Fin 8 → ℝ) y
      = 2 + √2 * ((![0, 1, 0, -1, 0, -1, 0, 1] : Fin 8 → ℤ) y : ℝ) := by
    intro y
    fin_cases y <;> simp <;> ring
  exact h x
```

The pair correlations are short sums. For $p$, separation 0 gives $4+4=8$, separation 4 gives $-4-4=-8$, and every other separation gives 0. For $q$, separation 0 gives 4 and separation 4 gives $-4$. At separations 2 and 6 two products $+1$ cancel two products $-1$, and at odd separations each product contains a zero. Thus $P_p=2P_q$, and the factor $(\sqrt2)^2=2$ gives

$$P_p(a)=P_{\sqrt2 q}(a)\quad\text{for all }a.$$

Lean checks the integer identity at all eight separations by direct evaluation with `decide +kernel`, carries it over to the reals, and uses `hs`, which states $(\sqrt2)^2=2$, to absorb the factor.

```lean
/-- The modulations of the two densities have the same pair correlations. -/
theorem pairCorr_mod_eq (a : ZMod 8) :
    pairCorr (fun x => (modF x : ℝ)) a = pairCorr (fun x => √2 * (modG x : ℝ)) a := by
  have hs : √2 ^ 2 = (2 : ℝ) := Real.sq_sqrt (by norm_num)
  have hZ : ∀ a : ZMod 8, ∑ x, modF x * modF (x + a) = 2 * ∑ x, modG x * modG (x + a) := by
    decide +kernel
  have hR : ∑ x, (modF x : ℝ) * (modF (x + a) : ℝ)
      = 2 * ∑ x, (modG x : ℝ) * (modG (x + a) : ℝ) := by exact_mod_cast hZ a
  simp only [pairCorr]
  rw [hR, Finset.mul_sum]
  refine Finset.sum_congr rfl fun x _ => ?_
  linear_combination (-((modG x : ℝ) * (modG (x + a) : ℝ))) * hs
```

## No relabelling of sites connects them

At site 1, $g$ has the value $2+\sqrt2$. Every value of $f$ is 2 plus an integer. If $g(x)=f(\sigma(x))$ held for all $x$, with any map $\sigma$ from sites to sites, then at $x=1$ it would make $\sqrt2$ equal to the integer $p(\sigma(1))$, which contradicts irrationality. The map need not be a symmetry of the ring, or even one-to-one.

```lean
/-- No relabelling of the sites turns the first density into the second. -/
theorem not_relabelling (σ : ZMod 8 → ZMod 8) : ¬ ∀ x, densityG x = densityF (σ x) := by
  intro h
  have h1 := h 1
  have hq : modG 1 = 1 := by decide +kernel
  rw [densityG_eq, densityF_eq, hq, Int.cast_one, mul_one] at h1
  -- the modulation of the first density is an integer, and `√2` is not
  exact irrational_sqrt_two.ne_int (modF (σ 1)) (by linarith)
```

The main theorem collects five statements. Both densities are nonnegative: $p\ge-2$ gives $f\ge0$, and $q\ge-1$ with $\sqrt2\le2$ gives $g\ge2-\sqrt2\ge0$. Their triple correlations agree at all separations, because the pair correlations of $p$ and $\sqrt2\,q$ do, and the equivalence above applies with $c=2$, since translation by 4 reverses both patterns. Finally, no $t$ gives $g(x)=f(x+t)$ for all $x$, and none gives $g(x)=f(t-x)$. These are the translations and the reflections of the ring, and each is a special case of $\sigma$.

```lean
/-- The two densities are nonnegative and have equal triple correlations at all separations,
but neither a translation nor a reflection of the ring relates them. -/
theorem bispectrum_incomplete :
    (∀ x, 0 ≤ densityF x) ∧ (∀ x, 0 ≤ densityG x) ∧
    (∀ a b, tripleCorr densityF a b = tripleCorr densityG a b) ∧
    (¬ ∃ t, ∀ x, densityG x = densityF (x + t)) ∧
    (¬ ∃ t, ∀ x, densityG x = densityF (t - x)) := by
  refine ⟨fun x => ?_, fun x => ?_, ?_, ?_, ?_⟩
  · have hZ : ∀ x, -2 ≤ modF x := by decide +kernel
    have hR : (-2 : ℝ) ≤ (modF x : ℝ) := by exact_mod_cast hZ x
    rw [densityF_eq]
    linarith
  · have hZ : ∀ x, -1 ≤ modG x := by decide +kernel
    have hR : (-1 : ℝ) ≤ (modG x : ℝ) := by exact_mod_cast hZ x
    have hs : √2 ^ 2 = (2 : ℝ) := Real.sq_sqrt (by norm_num)
    have h0 : 0 ≤ √2 := Real.sqrt_nonneg 2
    have h2 : √2 ≤ 2 := by nlinarith
    have hm : 0 ≤ √2 * ((modG x : ℝ) + 1) := mul_nonneg h0 (by linarith)
    rw [densityG_eq]
    linarith
  · -- both modulations change sign under translation by half the ring
    have hFZ : ∀ x, modF (x + 4) = -modF x := by decide +kernel
    have hGZ : ∀ x, modG (x + 4) = -modG x := by decide +kernel
    have hF : ∀ x, (modF (x + 4) : ℝ) = -(modF x : ℝ) := fun x => by
      rw [hFZ x, Int.cast_neg]
    have hG : ∀ x, √2 * (modG (x + 4) : ℝ) = -(√2 * (modG x : ℝ)) := fun x => by
      rw [hGZ x, Int.cast_neg, mul_neg]
    rw [funext densityF_eq, funext densityG_eq]
    exact (tripleCorr_eq_iff (u := fun x => (modF x : ℝ))
      (v := fun x => √2 * (modG x : ℝ)) two_ne_zero hF hG).2 pairCorr_mod_eq
  · rintro ⟨t, h⟩
    exact not_relabelling (fun x => x + t) h
  · rintro ⟨t, h⟩
    exact not_relabelling (fun x => t - x) h
```

For machine-learned interatomic potentials, the consequence is that a model on this eight-site ring whose only input is the triple correlation must assign $f$ and $g$ the same energy, however flexible its regression is. The theorem concerns weights on a discrete ring. It does not construct two atomic environments in three-dimensional space, where rotations also have to be taken into account and neighbours sit at continuous positions.

## The fourth order separates this pair

With all separations zero, the quadruple correlation is the sum of fourth powers. For $f$ it is $4^4+6\cdot2^4=352$. For $g$, the four sites of value 2 contribute 64. Since $(2\pm\sqrt2)^4=68\pm48\sqrt2$, the other four contribute $4\cdot68=272$, and the total is 336.

The Lean proof expands $(2+\sqrt2\,q)^4$ and separates the rational part from the multiple of $\sqrt2$. The sums `hA` and `hB` evaluate these parts to 336 and 0. One differing value is enough to tell $f$ from $g$; it does not show that quadruple correlations distinguish every pair of densities.

```lean
/-- At zero separations the quadruple correlation is 352 for the first density
and 336 for the second. -/
theorem quadCorr_distinguishes :
    quadCorr densityF 0 0 0 = 352 ∧ quadCorr densityG 0 0 0 = 336 := by
  constructor
  · have hZ : ∑ x, (2 + modF x) * (2 + modF x) * (2 + modF x) * (2 + modF x) = 352 := by
      decide +kernel
    simp only [quadCorr, add_zero, densityF_eq]
    exact_mod_cast hZ
  · have hs : √2 ^ 2 = (2 : ℝ) := Real.sq_sqrt (by norm_num)
    have hA : ∑ x, (16 + 48 * modG x ^ 2 + 4 * modG x ^ 4) = 336 := by decide +kernel
    have hB : ∑ x, (32 * modG x + 16 * modG x ^ 3) = 0 := by decide +kernel
    have hA' : ∑ x, (16 + 48 * (modG x : ℝ) ^ 2 + 4 * (modG x : ℝ) ^ 4) = 336 := by
      exact_mod_cast hA
    have hB' : ∑ x, (32 * (modG x : ℝ) + 16 * (modG x : ℝ) ^ 3) = 0 := by
      exact_mod_cast hB
    -- separate the rational part from the multiple of `√2`
    have hE : quadCorr densityG 0 0 0 =
        ∑ x, ((16 + 48 * (modG x : ℝ) ^ 2 + 4 * (modG x : ℝ) ^ 4)
          + √2 * (32 * (modG x : ℝ) + 16 * (modG x : ℝ) ^ 3)) := by
      simp only [quadCorr, add_zero, densityG_eq]
      refine Finset.sum_congr rfl fun x _ => ?_
      linear_combination (24 * (modG x : ℝ) ^ 2 + 8 * √2 * (modG x : ℝ) ^ 3
        + (√2 ^ 2 + 2) * (modG x : ℝ) ^ 4) * hs
    rw [hE, Finset.sum_add_distrib, ← Finset.mul_sum, hA', hB']
    ring

end

end BispectrumIncompleteness
```

The argument for equal triple correlations also works at other backgrounds and amplitudes. For real $c$ and $\lambda$, the densities $c+\lambda p$ and $c+\lambda\sqrt2\,q$ have equal triple correlations, since both pair correlations of the modulations scale by $\lambda^2$. They are nonnegative when $c\ge2|\lambda|$, and for $\lambda\neq0$ no relabelling connects them, because the second takes the value $c+\sqrt2\,\lambda$, while the first takes only the values $c$ and $c\pm2\lambda$. Of this family, the Lean file treats only the member $c=2$, $\lambda=1$.

```lean
#print axioms BispectrumIncompleteness.bispectrum_incomplete
#print axioms BispectrumIncompleteness.quadCorr_distinguishes
```

```
'BispectrumIncompleteness.bispectrum_incomplete' depends on axioms: [propext, Classical.choice, Quot.sound]
'BispectrumIncompleteness.quadCorr_distinguishes' depends on axioms: [propext, Classical.choice, Quot.sound]
```
